# For real partial waves, Re ρ gives the one-centre PAW density and Im ρ the one-centre current

If a PAW code, for given bands, keeps only the real part of its on-site occupancy matrix, the one-centre density built from real partial waves is still right at every point, while the one-centre current built from the same matrix is zero, even for bands that carry one. The error cannot be seen in that density.

Inside an augmentation sphere, band n has occupation f_n and is expanded in partial waves φ_i with complex coefficients c_ni, the projector overlaps:

ψ_n(x) = Σ_i c_ni φ_i(x)

ρ_ij = Σ_n f_n conj(c_ni) c_nj

The density is Σ_n f_n |ψ_n|², and the current, in units ħ = m = 1, is Σ_n f_n Im(conj(ψ_n) ψ_n'). It is a particle current without a vector-potential term. For real partial waves, both can be computed from ρ and the φ_i, without the individual bands:

Σ_n f_n |ψ_n|² = Σ_ij Re(ρ_ij) φ_i φ_j

Σ_n f_n Im(conj(ψ_n) ψ_n') = ½ Σ_ij Im(ρ_ij) (φ_i φ_j' − φ_j φ_i')

A PAW code can therefore assemble its one-centre density and current from one matrix instead of looping over bands at each point, for independent-particle bands and a finite set of real partial waves.

The variable x is a single real coordinate. In three dimensions it can run along a straight line, and the formula then gives the current component along that line. The step left to the user is the identification of the true wave function in the sphere with its finite partial-wave expansion.

For most of the hypotheses below, the text gives a case showing what fails without them; these cases are short calculations in prose, with no theorem behind them.

## Finitely many bands with real occupations

The type `ν` labels the bands, and may include k-points and spins with their weights absorbed in `f`. The type `ι` labels the partial waves.

```lean
import Mathlib

open Matrix
open scoped ComplexConjugate ComplexOrder

namespace PAWOccupancy

noncomputable section

variable {ι ν : Type*} [Fintype ν]
```

The conjugate sits on the first index of ρ. Many texts define the density matrix with the conjugate on the second, which transposes ρ and reverses the sign of Im ρ, and so the sign in the current formula.

```lean
/-- The occupancy matrix `ρ_ij = ∑ n, f_n conj(c_ni) c_nj` of bands with occupations `f_n`
and partial-wave coefficients `c_ni`. -/
def occupancy (f : ν → ℝ) (c : ν → ι → ℂ) : Matrix ι ι ℂ :=
  Matrix.of fun i j => ∑ n, (f n : ℂ) * conj (c n i) * c n j
```

Real occupations make ρ Hermitian, because conjugation leaves f_n alone:

conj(ρ_ji) = Σ_n f_n c_nj conj(c_ni) = ρ_ij

The proof does the same: `Complex.conj_ofReal` is the step that uses the reality of f_n, and `ring` reorders the factors. With one band, one partial wave, c = 1 and an occupation equal to the imaginary unit, ρ would be that unit and not Hermitian. With infinitely many such bands of occupation 1, the sum for ρ would diverge, so some convergence condition would be needed.

```lean
/-- The occupancy matrix is Hermitian for any real occupations. -/
theorem occupancy_isHermitian (f : ν → ℝ) (c : ν → ι → ℂ) :
    (occupancy f c).IsHermitian := by
  refine Matrix.IsHermitian.ext fun i j => ?_
  simp only [occupancy, Matrix.of_apply, Complex.star_def, map_sum, map_mul,
    Complex.conj_conj, Complex.conj_ofReal]
  exact Finset.sum_congr rfl fun n _ => by ring
```

## A finite partial-wave expansion

The wave function, density and current are defined from the bands, without reference to ρ. The density formula and the current formula therefore relate independently defined quantities.

```lean
variable [Fintype ι]

/-- The wave function `ψ_n(x) = ∑ i, c_ni φ_i(x)` of band `n`, expanded in real partial waves. -/
def wave (c : ν → ι → ℂ) (φ : ι → ℝ → ℝ) (n : ν) : ℝ → ℂ :=
  fun x => ∑ i, c n i * (φ i x : ℂ)

/-- The density `∑ n, f_n |ψ_n(x)|²`. -/
def density (f : ν → ℝ) (c : ν → ι → ℂ) (φ : ι → ℝ → ℝ) (x : ℝ) : ℝ :=
  ∑ n, f n * ‖wave c φ n x‖ ^ 2

/-- The current `∑ n, f_n Im(conj(ψ_n) ψ_n')` at a point where the partial waves are
differentiable, in units with `ħ = m = 1`. -/
def current (f : ν → ℝ) (c : ν → ι → ℂ) (φ : ι → ℝ → ℝ) (x : ℝ) : ℝ :=
  ∑ n, f n * (conj (wave c φ n x) * deriv (wave c φ n) x).im
```

Finiteness lets the sums be multiplied out and reordered. For any complex vectors u and v,

Σ_n f_n conj(Σ_i c_ni u_i) (Σ_j c_nj v_j)
= Σ_n Σ_i Σ_j f_n conj(c_ni) c_nj conj(u_i) v_j
= Σ_ij ρ_ij conj(u_i) v_j

Positivity, density and current all follow from this identity by choosing u and v. In the proof, `Finset.sum_mul_sum` expands the product, and two uses of `Finset.sum_comm` carry the band sum inside the sums over i and j. For an infinite expansion, the reordering would need a convergence argument.

```lean
/-- For amplitudes `a_n = ∑ i, c_ni u_i` and `b_n = ∑ j, c_nj v_j`, the band sum
`∑ n, f_n conj(a_n) b_n` equals the contraction `∑ ij, ρ_ij conj(u_i) v_j` with the occupancy matrix
`ρ`. -/
theorem band_sum_eq_contraction (f : ν → ℝ) (c : ν → ι → ℂ) (u v : ι → ℂ) :
    ∑ n, (f n : ℂ) * (conj (∑ i, c n i * u i) * ∑ j, c n j * v j)
      = ∑ i, ∑ j, occupancy f c i j * (conj (u i) * v j) := by
  calc _ = ∑ n, ∑ i, ∑ j, (f n : ℂ) * conj (c n i) * c n j * (conj (u i) * v j) := by
        refine Finset.sum_congr rfl fun n _ => ?_
        rw [map_sum, Finset.sum_mul_sum, Finset.mul_sum]
        refine Finset.sum_congr rfl fun i _ => ?_
        rw [Finset.mul_sum]
        refine Finset.sum_congr rfl fun j _ => ?_
        rw [map_mul]
        ring
    _ = _ := by
        -- carry the band sum inside the sums over partial waves
        refine Finset.sum_comm.trans (Finset.sum_congr rfl fun i _ => ?_)
        refine Finset.sum_comm.trans (Finset.sum_congr rfl fun j _ => ?_)
        simp only [occupancy, Matrix.of_apply, Finset.sum_mul]
```

## Non-negative occupations

The condition `hf`, f_n ≥ 0, says that no band holds a negative number of electrons. No upper limit is imposed, so a spin factor of 2 is allowed. By hand it enters after setting u = v = z:

Σ_ij conj(z_i) ρ_ij z_j = Σ_n f_n |Σ_i c_ni z_i|² ≥ 0

The proof writes the quadratic form as this band sum in `h`, and then shows that each term is non-negative, using `hf n` for the occupation. `PosSemidef` includes Hermiticity, which comes from the earlier theorem.

With one band, one partial wave, c = 1 and f = −1, the matrix is ρ = −1, so positivity fails for occupations of arbitrary sign. Some smearing schemes do produce slightly negative occupations. Hermiticity and the formulas for density and current still hold then, since none of them assumes `hf`.

```lean
/-- For non-negative occupations the occupancy matrix is positive semidefinite. -/
theorem occupancy_posSemidef (f : ν → ℝ) (c : ν → ι → ℂ) (hf : ∀ n, 0 ≤ f n) :
    (occupancy f c).PosSemidef := by
  refine Matrix.PosSemidef.of_dotProduct_mulVec_nonneg (occupancy_isHermitian f c) fun x => ?_
  -- the quadratic form is a sum of squared amplitudes weighted by the occupations
  have h : star x ⬝ᵥ (occupancy f c *ᵥ x)
      = ∑ n, (f n : ℂ) * (conj (∑ i, c n i * x i) * ∑ j, c n j * x j) := by
    rw [band_sum_eq_contraction]
    simp only [dotProduct, Matrix.mulVec, Finset.mul_sum, Pi.star_apply, Complex.star_def]
    exact Finset.sum_congr rfl fun i _ => Finset.sum_congr rfl fun j _ => by ring
  rw [h]
  refine Finset.sum_nonneg fun n _ => mul_nonneg (Complex.zero_le_real.mpr (hf n)) ?_
  rw [Complex.conj_mul']
  exact_mod_cast sq_nonneg ‖∑ i, c n i * x i‖
```

Conversely, every positive semidefinite ρ comes from bands with unit occupation, as many as there are partial waves. By hand, take orthonormal eigenvectors v_n of ρ with eigenvalues λ_n ≥ 0, and set c_ni = √λ_n conj((v_n)_i). Then

Σ_n conj(c_ni) c_nj = Σ_n λ_n (v_n)_i conj((v_n)_j) = ρ_ij

The proof obtains a factorisation ρ = B†B from a general theorem on C*-algebras and reads the rows of B as the coefficients of the bands. Here the hypothesis `hρ` supplies the factorisation; a matrix that is not positive semidefinite has none. The resulting bands are sets of coefficients only: nothing makes their wave functions orthonormal or solutions of a Schrödinger equation.

```lean
open scoped MatrixOrder Matrix.Norms.L2Operator in
/-- Every positive semidefinite matrix is the occupancy matrix of some set of bands with
unit occupation, as many as there are partial waves. -/
theorem exists_bands_of_posSemidef (ρ : Matrix ι ι ℂ) (hρ : ρ.PosSemidef) :
    ∃ c : ι → ι → ℂ, occupancy (fun _ => 1) c = ρ := by
  classical
  -- factor `ρ = B† B` and read the rows of `B` as bands
  obtain ⟨B, hB⟩ := CStarAlgebra.nonneg_iff_eq_star_mul_self.mp
    (Matrix.nonneg_iff_posSemidef.mpr hρ)
  refine ⟨B, ?_⟩
  ext i j
  rw [hB]
  simp [occupancy, Matrix.mul_apply, Matrix.star_apply]
```

## Real partial waves

The type `φ : ι → ℝ → ℝ` makes the partial waves real, as they are for real radial functions multiplied by real spherical harmonics. All phases then sit in the coefficients. Setting u = v = φ(x) in the contraction identity gives

Σ_n f_n |ψ_n|² = Σ_ij ρ_ij φ_i φ_j

The left side is real and so are the products φ_i φ_j, so taking real parts replaces ρ_ij by Re(ρ_ij). In the proof, `congrArg Complex.re` takes the real part, and `Complex.re_mul_ofReal` uses the reality of φ_i φ_j.

For complex partial waves this separation fails. The single wave φ = exp(ikx) with c = f = 1 has ρ = 1 and Im ρ = 0, yet its current is k.

```lean
/-- For real partial waves, the density is fixed by the real part of the occupancy matrix:
`∑ n, f_n |ψ_n|² = ∑ ij, Re(ρ_ij) φ_i φ_j`. -/
theorem density_eq (f : ν → ℝ) (c : ν → ι → ℂ) (φ : ι → ℝ → ℝ) (x : ℝ) :
    density f c φ x = ∑ i, ∑ j, (occupancy f c i j).re * (φ i x * φ j x) := by
  have h := congrArg Complex.re
    (band_sum_eq_contraction f c (fun i => (φ i x : ℂ)) (fun i => (φ i x : ℂ)))
  simp only [Complex.re_sum, Complex.conj_ofReal, Complex.conj_mul', ← Complex.ofReal_pow,
    ← Complex.ofReal_mul, Complex.ofReal_re, Complex.re_mul_ofReal] at h
  exact h
```

## Partial waves differentiable at the point

The hypothesis `hφ` asks for differentiability only at the point x where the current is evaluated. Partial waves are normally smooth away from the nucleus; at a point nucleus an all-electron s wave has a cusp, and that point is excluded. By hand, the hypothesis allows differentiation term by term:

ψ_n'(x) = Σ_i c_ni φ_i'(x)

```lean
omit [Fintype ν] in
/-- Where the partial waves are differentiable, `ψ_n' = ∑ i, c_ni φ_i'`. -/
theorem hasDerivAt_wave (c : ν → ι → ℂ) {φ : ι → ℝ → ℝ} {x : ℝ}
    (hφ : ∀ i, DifferentiableAt ℝ (φ i) x) (n : ν) :
    HasDerivAt (wave c φ n) (∑ i, c n i * ((deriv (φ i) x : ℝ) : ℂ)) x :=
  HasDerivAt.fun_sum fun i _ => (hφ i).hasDerivAt.ofReal_comp.const_mul (c n i)
```

Setting u = φ(x) and v = φ'(x) in the contraction identity and taking imaginary parts gives

J = Σ_ij Im(ρ_ij) φ_i φ_j'

where J is the current. Exchanging the names i and j, and using Im(ρ_ji) = −Im(ρ_ij) from Hermiticity, gives

J = −Σ_ij Im(ρ_ij) φ_j φ_i'

Half the sum of the two expressions is the stated formula. In the proof, `hd` supplies the derivative of each band, `hJ` is the first expression, `him` is the antisymmetry and `hT` is the second expression.

Without any regularity assumption the formula can fail. Take φ_0 = 1 + |x| and φ_1 = x, with coefficients 1 and i and occupation 1. At x = 0 the band has no derivative; Lean's `deriv` returns 0 there, so `current` is 0, while the right-hand side is 1.

```lean
/-- Where real partial waves are differentiable, the current is fixed by the imaginary part of the
occupancy matrix: it equals `(1/2) ∑ ij, Im(ρ_ij) (φ_i φ_j' - φ_j φ_i')`. -/
theorem current_eq (f : ν → ℝ) (c : ν → ι → ℂ) {φ : ι → ℝ → ℝ} {x : ℝ}
    (hφ : ∀ i, DifferentiableAt ℝ (φ i) x) :
    current f c φ x = (1 / 2) * ∑ i, ∑ j, (occupancy f c i j).im *
      (φ i x * deriv (φ j) x - φ j x * deriv (φ i) x) := by
  have hd := fun n => (hasDerivAt_wave c hφ n).deriv
  have h := congrArg Complex.im (band_sum_eq_contraction f c (fun i => (φ i x : ℂ))
    (fun i => ((deriv (φ i) x : ℝ) : ℂ)))
  simp only [Complex.im_sum, Complex.conj_ofReal, ← Complex.ofReal_mul,
    Complex.im_ofReal_mul, Complex.im_mul_ofReal] at h
  have hJ : current f c φ x
      = ∑ i, ∑ j, (occupancy f c i j).im * (φ i x * deriv (φ j) x) := by
    simp only [current, hd]
    exact h
  -- Hermiticity makes the imaginary part antisymmetric
  have him : ∀ i j, -(occupancy f c j i).im = (occupancy f c i j).im := fun i j =>
    congrArg Complex.im ((occupancy_isHermitian f c).apply i j)
  have hT : ∑ i, ∑ j, (occupancy f c i j).im * (φ j x * deriv (φ i) x)
      = -current f c φ x := by
    rw [hJ]
    refine Finset.sum_comm.trans ?_
    simp only [← Finset.sum_neg_distrib]
    refine Finset.sum_congr rfl fun i _ => Finset.sum_congr rfl fun j _ => ?_
    rw [← him i j]
    ring
  simp only [mul_sub, Finset.sum_sub_distrib]
  rw [hT, ← hJ]
  ring
```

## The current of a plane wave

The partial waves cos kx and sin kx with coefficients 1 and i form the band exp(ikx), which has |ψ|² = 1 at every point and is not normalised to a box. With occupation w the density is w, and

Im ρ_01 = w, Im ρ_10 = −w, Im ρ_00 = Im ρ_11 = 0

φ_0 φ_1' − φ_1 φ_0' = k cos²(kx) + k sin²(kx) = k

J = ½ (w·k + (−w)·(−k)) = wk

The proof computes the four imaginary parts, applies `current_eq`, and closes with sin² + cos² = 1. The remaining goal is the differentiability hypothesis, which holds for both partial waves at every x. Discarding Im ρ here would leave the density w unchanged and set the current to zero.

```lean
/-- One band with occupation `w`, built from the partial waves `cos kx` and `sin kx` with
coefficients `1` and `i`, carries the current `w k` at every point. -/
theorem current_plane_wave (w k x : ℝ) :
    current (fun _ : Fin 1 => w) (fun _ => ![1, Complex.I])
      ![fun y => Real.cos (k * y), fun y => Real.sin (k * y)] x = w * k := by
  have hl : HasDerivAt (fun y : ℝ => k * y) k x := by
    simpa using (hasDerivAt_id x).const_mul k
  have hc : HasDerivAt (fun y => Real.cos (k * y)) (-Real.sin (k * x) * k) x := hl.cos
  have hs : HasDerivAt (fun y => Real.sin (k * y)) (Real.cos (k * x) * k) x := hl.sin
  -- only the off-diagonal occupancies have an imaginary part
  have e00 : (occupancy (fun _ : Fin 1 => w) (fun _ => ![1, Complex.I]) 0 0).im = 0 := by
    simp [occupancy]
  have e01 : (occupancy (fun _ : Fin 1 => w) (fun _ => ![1, Complex.I]) 0 1).im = w := by
    simp [occupancy]
  have e10 : (occupancy (fun _ : Fin 1 => w) (fun _ => ![1, Complex.I]) 1 0).im = -w := by
    simp [occupancy]
  have e11 : (occupancy (fun _ : Fin 1 => w) (fun _ => ![1, Complex.I]) 1 1).im = 0 := by
    simp [occupancy]
  rw [current_eq]
  · simp only [Fin.sum_univ_two, e00, e01, e10, e11, Matrix.cons_val_zero,
      Matrix.cons_val_one, hc.deriv, hs.deriv]
    linear_combination w * k * Real.sin_sq_add_cos_sq (k * x)
  · intro i
    fin_cases i
    · exact hc.differentiableAt
    · exact hs.differentiableAt

end

end PAWOccupancy
```

```lean
#print axioms PAWOccupancy.occupancy_posSemidef
#print axioms PAWOccupancy.exists_bands_of_posSemidef
#print axioms PAWOccupancy.density_eq
#print axioms PAWOccupancy.current_plane_wave
```

```
'PAWOccupancy.occupancy_posSemidef' depends on axioms: [propext, Classical.choice, Quot.sound]
'PAWOccupancy.exists_bands_of_posSemidef' depends on axioms: [propext, Classical.choice, Quot.sound]
'PAWOccupancy.density_eq' depends on axioms: [propext, Classical.choice, Quot.sound]
'PAWOccupancy.current_plane_wave' depends on axioms: [propext, Classical.choice, Quot.sound]
```
